# Existence of a mean-field magnetisation branch with susceptibility 1/(T − J) for T > 0, T ≠ J

In the mean-field model used here, the magnetisation m in an applied field h obeys m = tanh((Jm + h)/T), with real coupling J and temperature T in units that leave no other constants. The theorem `exists_branch` says that for every T > 0 with T ≠ J there is a real function m(h) which satisfies this equation for all h near zero, vanishes at h = 0 and has derivative 1/(T − J) there. It does not say that this solution is thermodynamically stable. The proof writes the field as h = Tx − J tanh x, where x is the reduced effective field, and inverts this relation near x = 0 to get a function φ, which is possible because the slope T − J is not zero. It then takes m(h) = tanh φ(h), shows that m is differentiable at zero, and reads off the slope from `curie_weiss_law`.

An attempt in Lean 4 with a fault in it:

```lean
import Mathlib

open Filter Topology

namespace CurieWeissLaw

/-- The magnetisation `m`, as a function of the applied field, solves the mean-field
self-consistency equation at temperature `T ≠ 0` and coupling `J` for all fields near zero. -/
def IsMeanFieldBranch (T J : ℝ) (m : ℝ → ℝ) : Prop :=
  ∀ᶠ h in 𝓝 (0 : ℝ), m h = Real.tanh ((J * m h + h) / T)

/-- The single-spin response `tanh x`, as a function of the reduced effective field `x`, has unit
slope at `x = 0`, in the sense of a strict derivative. -/
theorem tanh_slope_zero : HasStrictDerivAt Real.tanh 1 0 := by
  have e : Real.tanh = fun x => Real.sinh x / Real.cosh x :=
    funext Real.tanh_eq_sinh_div_cosh
  have h := (Real.hasStrictDerivAt_sinh 0).div (Real.hasStrictDerivAt_cosh 0)
    (Real.cosh_pos 0).ne'
  rw [e]
  exact h.congr_deriv (by simp)

/-- **Curie-Weiss law.** Let `T > 0`. A mean-field branch that is differentiable at zero field and
has no magnetisation there exists only for `T ≠ J`, and its zero-field susceptibility is `1 / (T -
J)`. -/
theorem curie_weiss_law {T J : ℝ} {m : ℝ → ℝ} (hT : 0 < T)
    (hm : IsMeanFieldBranch T J m) (hd : DifferentiableAt ℝ m 0) (h0 : m 0 = 0) :
    T ≠ J ∧ HasDerivAt m (1 / (T - J)) 0 := by
  have hm' := hd.hasDerivAt
  -- the reduced effective field responds both directly and through the magnetisation
  have hin : HasDerivAt (fun h => (J * m h + h) / T) ((J * deriv m 0 + 1) / T) 0 :=
    ((hm'.const_mul J).fun_add (hasDerivAt_id' 0)).div_const T
  have ht : HasDerivAt Real.tanh 1 ((J * m 0 + 0) / T) := by
    have z : (J * m 0 + 0) / T = 0 := by simp [h0]
    rw [z]
    exact tanh_slope_zero.hasDerivAt
  have hc : HasDerivAt (fun h => Real.tanh ((J * m h + h) / T))
      (1 * ((J * deriv m 0 + 1) / T)) 0 :=
    HasDerivAt.comp (h := fun h => (J * m h + h) / T) (0 : ℝ) ht hin
  -- both sides of the self-consistency equation have the same slope
  have hslope : 1 * ((J * deriv m 0 + 1) / T) = deriv m 0 :=
    (hc.congr_of_eventuallyEq hm).unique hm'
  rw [one_mul, div_eq_iff hT.ne'] at hslope
  have key : deriv m 0 * (T - J) = 1 := by linear_combination -hslope
  have hne : T - J ≠ 0 := by
    intro h
    rw [h, mul_zero] at key
    exact zero_ne_one key
  exact ⟨sub_ne_zero.mp hne, hm'.congr_deriv ((eq_div_iff hne).mpr key)⟩

/-- At every temperature `T > 0` other than `J` there is a mean-field branch through zero
magnetisation at zero field, with susceptibility `1 / (T - J)`. -/
theorem exists_branch {T J : ℝ} (hT : 0 < T) (hTJ : T ≠ J) :
    ∃ m : ℝ → ℝ, IsMeanFieldBranch T J m ∧ m 0 = 0 ∧ HasDerivAt m (1 / (T - J)) 0 := by
  -- the applied field as a function of the reduced effective field `x`
  have hg : HasStrictDerivAt (fun x : ℝ => T * x - J * Real.tanh x) (T - J) 0 := by
    have h := ((hasStrictDerivAt_id (0 : ℝ)).const_mul T).sub (tanh_slope_zero.const_mul J)
    exact h.congr_deriv (by ring)
  have hF := hg.hasStrictFDerivAt_equiv (sub_ne_zero.mpr hTJ)
  -- invert this relation near zero
  obtain ⟨φ, h1, h2, h3⟩ : ∃ φ : ℝ → ℝ,
      (∀ᶠ y in 𝓝 (T * 0 - J * Real.tanh 0), T * φ y - J * Real.tanh (φ y) = y) ∧
      φ (T * 0 - J * Real.tanh 0) = 0 ∧
      DifferentiableAt ℝ φ (T * 0 - J * Real.tanh 0) :=
    ⟨_, hF.eventually_right_inverse, hF.localInverse_apply_image,
      hF.to_localInverse.hasFDerivAt.differentiableAt⟩
  have hg0 : T * 0 - J * Real.tanh 0 = 0 := by simp
  rw [hg0] at h1 h2 h3
  have hb : IsMeanFieldBranch T J (fun h => Real.tanh (φ h)) := by
    filter_upwards [h1] with y hy
    have e : (J * Real.tanh (φ y) + y) / T = φ y := by
      rw [div_eq_iff hT.ne']
      linear_combination -hy
    rw [e]
  have hz : Real.tanh (φ 0) = 0 := by rw [h2, Real.tanh_zero]
  have ht : DifferentiableAt ℝ Real.tanh (φ 0) := by
    rw [h2]
    exact tanh_slope_zero.hasDerivAt.differentiableAt
  have hd : DifferentiableAt ℝ (fun h => Real.tanh (φ h)) 0 :=
    DifferentiableAt.comp (0 : ℝ) ht h3
  exact ⟨_, hb, hz, (curie_weiss_law hT hb hd hz).2⟩

end CurieWeissLaw
```

Lean reports:

```
Main.lean:79:34: error: Application type mismatch: The argument
  ht
has type
  DifferentiableAt ℝ Real.tanh (φ 0)
but is expected to have type
  DifferentiableAt ℝ Complex.re (Complex.tanh ↑(φ 0))
in the application
  DifferentiableAt.comp 0 ht
```

As a diff, the version that Lean accepts:

```diff
@@ -76,5 +76,5 @@
     rw [h2]
     exact tanh_slope_zero.hasDerivAt.differentiableAt
-  have hd : DifferentiableAt ℝ (fun h => Real.tanh (φ h)) 0 :=
+  have hd : DifferentiableAt ℝ (Real.tanh ∘ φ) 0 :=
     DifferentiableAt.comp (0 : ℝ) ht h3
   exact ⟨_, hb, hz, (curie_weiss_law hT hb hd hz).2⟩
```

Diagnosis. The error is in the step showing that tanh φ(h) is differentiable at zero. `DifferentiableAt.comp` proves differentiability of a composition `g ∘ f`, and Lean had to find `g` and `f` from the goal `fun h => Real.tanh (φ h)`. Mathlib defines `Real.tanh` as the real part of the complex tanh, and Lean unfolded that definition. It therefore took the outer function to be `Complex.re` and the inner one to be the complex tanh of `φ h`. The message shows the result: Lean expected differentiability of `Complex.re` at `Complex.tanh ↑(φ 0)`, while `ht` gives that of `Real.tanh` at `φ 0`.

The repair states the goal as `Real.tanh ∘ φ`, so that the two functions can be read off directly and `ht` and `h3` fit. The last line still accepts `hd`, because `Real.tanh ∘ φ` and `fun h => Real.tanh (φ h)` are equal by definition.
